# One-dimensional wells of equal finite width at every height have equal, finite WKB actions if one is bounded below

In one dimension, the width of a potential at height `v` is the total length of the region where the potential lies below `v`. The theorem takes two measurable potentials whose widths are finite and equal at every height, the first of them bounded below. It states that at every energy `E` the classical momentum `√(2 * m * max (E - V x) 0)`, which is zero outside the allowed region, is integrable over the line for both potentials, and that the two integrals are equal. The proof takes the equality of the two actions, as integrals that may be infinite, from an earlier lemma, and shows that the first is finite because its momentum is bounded and its well has finite width. It then carries finiteness over to the second action and passes to ordinary integrals.

The failing Lean file:

```lean
import Mathlib

open MeasureTheory Set
open ENNReal (ofReal)
open scoped ENNReal

namespace InverseWKB

noncomputable section

/-- The width of the well `V` at height `v`: the total length of the region where `V < v`. -/
def wellWidth (V : ℝ → ℝ) (v : ℝ) : ℝ≥0∞ := volume {x | V x < v}

/-- The WKB action at energy `E`: the integral of the classical momentum over the allowed
region, with the value `∞` if it diverges. -/
def wkbAction (m : ℝ) (V : ℝ → ℝ) (E : ℝ) : ℝ≥0∞ :=
  ∫⁻ x, ofReal (√(2 * m * max (E - V x) 0))

/-- A bounded quantity that vanishes outside the allowed region of a well of finite width
has a finite integral. -/
theorem lintegral_lt_top_of_well {V : ℝ → ℝ} (hV : Measurable V) {E : ℝ}
    (hfin : wellWidth V E ≠ ∞) {f : ℝ → ℝ≥0∞} {C : ℝ≥0∞} (hC : C ≠ ∞)
    (hf : ∀ x, f x ≤ C) (h0 : ∀ x, E ≤ V x → f x = 0) : ∫⁻ x, f x < ∞ := by
  calc ∫⁻ x, f x ≤ ∫⁻ x, indicator {x | V x < E} (fun _ => C) x := by
        refine lintegral_mono fun x => ?_
        by_cases h : V x < E
        · simpa [indicator, h] using hf x
        · simp [h0 x (not_lt.1 h)]
    _ = C * wellWidth V E :=
        lintegral_indicator_const (measurableSet_lt hV measurable_const) C
    _ < ∞ := ENNReal.mul_lt_top hC.lt_top hfin.lt_top

/-- Two potentials with equal finite widths at every height have the same WKB action at
every energy. -/
theorem wkbAction_eq_of_width_eq {V₁ V₂ : ℝ → ℝ} (h₁ : Measurable V₁) (h₂ : Measurable V₂)
    (hfin : ∀ v, wellWidth V₁ v ≠ ∞) (hw : ∀ v, wellWidth V₁ v = wellWidth V₂ v)
    (m E : ℝ) : wkbAction m V₁ E = wkbAction m V₂ E := by
  have e : ∀ V : ℝ → ℝ, Measurable V → ∀ v,
      Measure.map V volume (Iio v) = wellWidth V v := fun V hV v =>
    Measure.map_apply hV measurableSet_Iio
  have d : ∀ V : ℝ → ℝ, Measurable V → (∀ v, wellWidth V v ≠ ∞) → ∀ a b, a < b →
      Measure.map V volume (Ico a b) = wellWidth V b - wellWidth V a := by
    intro V hV hf a b hab
    have hset : Ico a b = Iio b \ Iio a := by
      ext x
      simp
    rw [hset, measure_sdiff (Iio_subset_Iio hab.le) measurableSet_Iio.nullMeasurableSet
      (by rw [e V hV]; exact hf a), e V hV, e V hV]
  -- the values of the two potentials are distributed in the same way
  have hmap : Measure.map V₁ volume = Measure.map V₂ volume := by
    refine Measure.ext_of_Ico' _ _ (fun a b hab => ?_) (fun a b hab => ?_)
    · rw [d V₁ h₁ hfin a b hab]
      exact ne_top_of_le_ne_top (hfin b) tsub_le_self
    · rw [d V₁ h₁ hfin a b hab, d V₂ h₂ (fun v => hw v ▸ hfin v) a b hab, hw, hw]
  have hg : Measurable fun v : ℝ => ofReal (√(2 * m * max (E - v) 0)) :=
    Measurable.ennreal_ofReal (Continuous.measurable (by fun_prop))
  calc wkbAction m V₁ E = ∫⁻ v, ofReal (√(2 * m * max (E - v) 0)) ∂(Measure.map V₁ volume) :=
        (lintegral_map hg h₁).symm
    _ = ∫⁻ v, ofReal (√(2 * m * max (E - v) 0)) ∂(Measure.map V₂ volume) := by rw [hmap]
    _ = wkbAction m V₂ E := lintegral_map hg h₂

/-- If two potentials have equal finite widths at every height and the first is bounded below, both
momenta are integrable and their ordinary integrals agree. -/
theorem integral_momentum_eq {V₁ V₂ : ℝ → ℝ} (h₁ : Measurable V₁) (h₂ : Measurable V₂)
    (hb : BddBelow (range V₁)) (hfin : ∀ v, wellWidth V₁ v ≠ ∞)
    (hw : ∀ v, wellWidth V₁ v = wellWidth V₂ v) (m E : ℝ) :
    Integrable (fun x => √(2 * m * max (E - V₁ x) 0)) ∧
    Integrable (fun x => √(2 * m * max (E - V₂ x) 0)) ∧
    ∫ x, √(2 * m * max (E - V₁ x) 0) = ∫ x, √(2 * m * max (E - V₂ x) 0) := by
  obtain ⟨b, hb⟩ := hb
  have hA := wkbAction_eq_of_width_eq h₁ h₂ hfin hw m E
  have hm : ∀ V : ℝ → ℝ, Measurable V →
      AEStronglyMeasurable (fun x => √(2 * m * max (E - V x) 0)) volume := fun V hV =>
    (((measurable_const.sub hV).max measurable_const).const_mul _).sqrt.aestronglyMeasurable
  have hn : ∀ V : ℝ → ℝ, 0 ≤ᵐ[volume] fun x => √(2 * m * max (E - V x) 0) := fun V =>
    ae_of_all _ fun x => Real.sqrt_nonneg _
  have ht : wkbAction m V₁ E ≠ ∞ := by
    refine (lintegral_lt_top_of_well h₁ (hfin E)
      (C := ofReal (√(|2 * m| * max (E - b) 0))) ENNReal.ofReal_ne_top
      (fun x => ?_) (fun x hx => ?_)).ne
    · have hx : b ≤ V₁ x := hb (mem_range_self x)
      exact ENNReal.ofReal_le_ofReal (Real.sqrt_le_sqrt (mul_le_mul (le_abs_self _)
        (max_le_max (by linarith) le_rfl) (le_max_right _ _) (abs_nonneg _)))
    · rw [max_eq_right (by linarith)]
      simp
  refine ⟨(lintegral_ofReal_ne_top_iff_integrable (hm V₁ h₁) (hn V₁)).1 ht,
    (lintegral_ofReal_ne_top_iff_integrable (hm V₂ h₂) (hn V₂)).1 (hA ▸ ht), ?_⟩
  rw [integral_eq_lintegral_of_nonneg_ae (hn V₁) (hm V₁ h₁),
    integral_eq_lintegral_of_nonneg_ae (hn V₂) (hm V₂ h₂)]
  exact congrArg ENNReal.toReal hA

end

end InverseWKB
```

The error:

```
Main.lean:87:67: error: invalid `▸` notation, expected result type of cast is 
  ∫⁻ (a : ℝ), ofReal √(2 * m * max (E - V₂ a) 0) ∂volume ≠ ∞
however, the equality 
  hA
of type 
  wkbAction m V₁ E = wkbAction m V₂ E
does not contain the expected result type on either the left or the right hand side
```

What went wrong. The error is in the step that carries finiteness from the first potential to the second. There `hA ▸ ht` has to prove that the integral written out in the message is not `∞`. That integral is `wkbAction m V₂ E` by definition, but the notation `▸` looks for a side of the equality `hA` in the expected type and does not unfold `wkbAction` to find it. Since the expected type shows only the integral, neither side of `hA` is found, which is what the message says.

The repair uses `show` to state the goal as `wkbAction m V₂ E ≠ ∞`. Now the right-hand side of `hA` is there to be rewritten, and `ht` supplies the finiteness of the first action. Lean accepts the result where the written-out integral is expected, because the two statements agree once `wkbAction` is unfolded. For the same reason `ht` could be used directly for the first potential, where no rewriting is needed.

Fix (accepted with no message):

```diff
@@ -85,5 +85,6 @@
       simp
   refine ⟨(lintegral_ofReal_ne_top_iff_integrable (hm V₁ h₁) (hn V₁)).1 ht,
-    (lintegral_ofReal_ne_top_iff_integrable (hm V₂ h₂) (hn V₂)).1 (hA ▸ ht), ?_⟩
+    (lintegral_ofReal_ne_top_iff_integrable (hm V₂ h₂) (hn V₂)).1
+      (show wkbAction m V₂ E ≠ ∞ from hA ▸ ht), ?_⟩
   rw [integral_eq_lintegral_of_nonneg_ae (hn V₁) (hm V₁ h₁),
     integral_eq_lintegral_of_nonneg_ae (hn V₂) (hm V₂ h₂)]
```
